# On a finite configuration set, the population MBAR equations for sampled states fix their partition sums up to a common factor exactly when the overlap graph is connected

Take two sampled thermodynamic states with no configuration in common: the MBAR equation for each trial partition sum z_i then reduces to z_i = z_i, so these equations say nothing about the free-energy difference. A single shared configuration fixes the ratio z_1/z_2 in the population equations, and for more states, each of them sampled, it is enough that such overlaps link them all.

```lean
import Mathlib

open Finset

namespace MBAROverlap

noncomputable section

variable {K X : Type*} [Fintype K] [Fintype X]

/-- The partition sum `Z_k` of state `k`: the total of its weights over all configurations. -/
def partitionSum (q : K → X → ℝ) (k : K) : ℝ := ∑ x, q k x

/-- The pooled density `∑_j N_j q_j(x) / z_j` for nonzero trial partition sums `z`.
At `z = Z` it is the mixture that is actually sampled. -/
def pooledDensity (N : K → ℝ) (q : K → X → ℝ) (z : K → ℝ) (x : X) : ℝ :=
  ∑ j, N j * q j x / z j

/-- The population MBAR equations for positive trial partition sums `z`, with the sum running
over the configurations that the sampled mixture visits. -/
def SolvesMBAR (N : K → ℝ) (q : K → X → ℝ) (z : K → ℝ) : Prop :=
  ∀ i, z i = ∑ x with 0 < pooledDensity N q (partitionSum q) x,
    pooledDensity N q (partitionSum q) x * q i x / pooledDensity N q z x

/-- The overlap graph: two distinct states are joined when some configuration has positive
weight in both. -/
def overlapGraph (q : K → X → ℝ) : SimpleGraph K :=
  SimpleGraph.fromRel fun i j => ∃ x, 0 < q i x ∧ 0 < q j x

omit [Fintype X] in
/-- For nonnegative weights, positive sample sizes and positive trial partition sums, the pooled
density is positive exactly at the configurations that some state supports. -/
theorem pooledDensity_pos_iff {N : K → ℝ} {q : K → X → ℝ} {z : K → ℝ}
    (hq : ∀ k x, 0 ≤ q k x) (hN : ∀ k, 0 < N k) (hz : ∀ k, 0 < z k) (x : X) :
    0 < pooledDensity N q z x ↔ ∃ k, 0 < q k x := by
  unfold pooledDensity
  constructor
  · intro h
    by_contra hc
    have h0 : ∀ k, q k x = 0 := fun k =>
      le_antisymm (not_lt.1 fun hk => hc ⟨k, hk⟩) (hq k x)
    simp [h0] at h
  · rintro ⟨k, hk⟩
    exact Finset.sum_pos'
      (fun j _ => div_nonneg (mul_nonneg (hN j).le (hq j x)) (hz j).le)
      ⟨k, Finset.mem_univ k, div_pos (mul_pos (hN k) hk) (hz k)⟩

/-- If `h` is the harmonic mean of positive numbers `c_i` with weights `a_i`, then
`∑_i a_i (c_i - h)² / c_i = ∑_i a_i (c_i - h)`. -/
theorem harmonic_deviation (a c : K → ℝ) (h : ℝ) (hc : ∀ i, 0 < c i)
    (hh : h * ∑ i, a i / c i = ∑ i, a i) :
    ∑ i, a i * (c i - h) ^ 2 / c i = ∑ i, a i * (c i - h) := by
  have key : ∑ i, h * (a i - h * (a i / c i)) = 0 := by
    rw [← Finset.mul_sum, Finset.sum_sub_distrib, ← Finset.mul_sum, hh, sub_self, mul_zero]
  rw [← sub_zero (∑ i, a i * (c i - h)), ← key, ← Finset.sum_sub_distrib]
  refine Finset.sum_congr rfl fun i _ => ?_
  have e : c i * (c i)⁻¹ = 1 := mul_inv_cancel₀ (hc i).ne'
  rw [div_eq_mul_inv, div_eq_mul_inv]
  linear_combination (a i * c i - 2 * a i * h) * e

/-- Let weights be nonnegative and sample sizes, partition sums and trial values positive. If a
reweighting factor `h` turns the trial pooled density into the sampled one and reproduces every
`z_i`, then `z_i / Z_i` equals `h` throughout the support of state `i`. -/
theorem ratio_eq_factor {N : K → ℝ} {q : K → X → ℝ} {z : K → ℝ}
    (hq : ∀ k x, 0 ≤ q k x) (hN : ∀ k, 0 < N k) (hZ : ∀ k, 0 < partitionSum q k)
    (hz : ∀ k, 0 < z k) (h : X → ℝ)
    (hh : ∀ x, h x * pooledDensity N q z x = pooledDensity N q (partitionSum q) x)
    (hs : ∀ i, z i = ∑ x, h x * q i x) (i : K) (x : X) (hi : 0 < q i x) :
    z i / partitionSum q i = h x := by
  have hc : ∀ k, 0 < z k / partitionSum q k := fun k => div_pos (hz k) (hZ k)
  -- the total square deviation vanishes by the MBAR equations
  have hsum : ∑ x, ∑ k, N k * q k x / partitionSum q k *
      (z k / partitionSum q k - h x) ^ 2 / (z k / partitionSum q k) = 0 := by
    calc _ = ∑ x, ∑ k, N k * q k x / partitionSum q k * (z k / partitionSum q k - h x) := by
          refine Finset.sum_congr rfl fun x _ => ?_
          have e : ∑ k, N k * q k x / partitionSum q k / (z k / partitionSum q k)
              = pooledDensity N q z x := by
            unfold pooledDensity
            refine Finset.sum_congr rfl fun k _ => ?_
            have h1 := (hZ k).ne'
            have h2 := (hz k).ne'
            field_simp
          exact harmonic_deviation (fun k => N k * q k x / partitionSum q k)
            (fun k => z k / partitionSum q k) (h x) hc (by rw [e]; exact hh x)
      _ = ∑ k, ∑ x, N k * q k x / partitionSum q k * (z k / partitionSum q k - h x) :=
          Finset.sum_comm
      _ = 0 := by
          refine Finset.sum_eq_zero fun k _ => ?_
          have e1 : ∑ x, N k * q k x / partitionSum q k * (z k / partitionSum q k - h x)
              = N k / partitionSum q k *
                (z k / partitionSum q k * ∑ x, q k x - ∑ x, h x * q k x) := by
            rw [Finset.mul_sum, ← Finset.sum_sub_distrib, Finset.mul_sum]
            exact Finset.sum_congr rfl fun x _ => by ring
          have e2 : z k / partitionSum q k * ∑ x, q k x = z k :=
            div_mul_cancel₀ _ (hZ k).ne'
          rw [e1, e2, ← hs k, sub_self, mul_zero]
  have hn : ∀ x k, 0 ≤ N k * q k x / partitionSum q k *
      (z k / partitionSum q k - h x) ^ 2 / (z k / partitionSum q k) := fun x k =>
    div_nonneg (mul_nonneg (div_nonneg (mul_nonneg (hN k).le (hq k x)) (hZ k).le)
      (sq_nonneg _)) (hc k).le
  -- hence each of its nonnegative terms vanishes
  have h1 := (Finset.sum_eq_zero_iff_of_nonneg
    (fun x _ => Finset.sum_nonneg fun k _ => hn x k)).1 hsum x (Finset.mem_univ x)
  have h2 := (Finset.sum_eq_zero_iff_of_nonneg (fun k _ => hn x k)).1 h1 i (Finset.mem_univ i)
  have ha : 0 < N i * q i x / partitionSum q i := div_pos (mul_pos (hN i) hi) (hZ i)
  have h3 := (mul_eq_zero.1 ((div_eq_zero_iff.1 h2).resolve_right (hc i).ne')).resolve_left ha.ne'
  exact sub_eq_zero.1 ((pow_eq_zero_iff two_ne_zero).1 h3)

/-- For nonnegative weights and positive sample sizes, partition sums and trial values, `z` solves
the MBAR equations exactly when `z_i / Z_i` agrees between any two overlapping states. -/
theorem solvesMBAR_iff_overlap {N : K → ℝ} {q : K → X → ℝ} {z : K → ℝ}
    (hq : ∀ k x, 0 ≤ q k x) (hN : ∀ k, 0 < N k) (hZ : ∀ k, 0 < partitionSum q k)
    (hz : ∀ k, 0 < z k) :
    SolvesMBAR N q z ↔ ∀ i j, (overlapGraph q).Adj i j →
      z i / partitionSum q i = z j / partitionSum q j := by
  -- configurations outside the sampled mixture contribute nothing
  have hfull : SolvesMBAR N q z ↔ ∀ i, z i = ∑ x,
      pooledDensity N q (partitionSum q) x / pooledDensity N q z x * q i x := by
    unfold SolvesMBAR
    refine forall_congr' fun i => ?_
    rw [Finset.sum_filter]
    refine Eq.congr_right (Finset.sum_congr rfl fun x _ => ?_)
    split_ifs with hx
    · ring
    · have h0 : q i x = 0 := le_antisymm
        (not_lt.1 fun h => hx ((pooledDensity_pos_iff hq hN hZ x).2 ⟨i, h⟩)) (hq i x)
      rw [h0, mul_zero]
  rw [hfull]
  constructor
  · intro hs i j hij
    have hr := ratio_eq_factor hq hN hZ hz _ (fun x => by
      by_cases hx : ∃ k, 0 < q k x
      · exact div_mul_cancel₀ _ ((pooledDensity_pos_iff hq hN hz x).2 hx).ne'
      · have h0 : ∀ k, q k x = 0 := fun k =>
          le_antisymm (not_lt.1 fun hk => hx ⟨k, hk⟩) (hq k x)
        simp [pooledDensity, h0]) hs
    rw [overlapGraph, SimpleGraph.fromRel_adj] at hij
    rcases hij with ⟨_, ⟨x, h1, h2⟩ | ⟨x, h2, h1⟩⟩ <;>
      exact (hr i x h1).trans (hr j x h2).symm
  · intro hr i
    have hterm : ∀ x, pooledDensity N q (partitionSum q) x / pooledDensity N q z x * q i x
        = z i / partitionSum q i * q i x := by
      intro x
      rcases (hq i x).eq_or_lt with h0 | h0
      · rw [← h0, mul_zero, mul_zero]
      · -- all states present at `x` share one ratio, which factors out
        have hm : pooledDensity N q (partitionSum q) x
            = z i / partitionSum q i * pooledDensity N q z x := by
          unfold pooledDensity
          rw [Finset.mul_sum]
          refine Finset.sum_congr rfl fun j _ => ?_
          rcases (hq j x).eq_or_lt with hj | hj
          · simp [← hj]
          · have e : z i / partitionSum q i = z j / partitionSum q j := by
              by_cases hij : i = j
              · rw [hij]
              · exact hr i j ((SimpleGraph.fromRel_adj _ _ _).2 ⟨hij, Or.inl ⟨x, h0, hj⟩⟩)
            have h1 := (hZ j).ne'
            have h2 := (hz j).ne'
            rw [e]
            field_simp
        rw [hm, mul_div_cancel_right₀ _ ((pooledDensity_pos_iff hq hN hz x).2 ⟨i, h0⟩).ne']
    rw [Finset.sum_congr rfl (fun x _ => hterm x), ← Finset.mul_sum]
    exact (div_mul_cancel₀ _ (hZ i).ne').symm

/-- For nonnegative weights, positive sample sizes and partition sums, and a connected overlap
graph, the positive solutions of the MBAR equations are exactly the positive multiples of `Z`. -/
theorem solvesMBAR_iff_multiple {N : K → ℝ} {q : K → X → ℝ} {z : K → ℝ}
    (hq : ∀ k x, 0 ≤ q k x) (hN : ∀ k, 0 < N k) (hZ : ∀ k, 0 < partitionSum q k)
    (hz : ∀ k, 0 < z k) (hconn : (overlapGraph q).Connected) :
    SolvesMBAR N q z ↔ ∃ c > 0, ∀ k, z k = c * partitionSum q k := by
  rw [solvesMBAR_iff_overlap hq hN hZ hz]
  constructor
  · intro hr
    obtain ⟨o⟩ := hconn.nonempty
    -- the ratio is carried along walks in the overlap graph
    have hwalk : ∀ i j, (overlapGraph q).Walk i j →
        z i / partitionSum q i = z j / partitionSum q j := by
      intro i j w
      induction w with
      | nil => rfl
      | cons hadj _ ih => exact (hr _ _ hadj).trans ih
    refine ⟨z o / partitionSum q o, div_pos (hz o) (hZ o), fun k => ?_⟩
    obtain ⟨w⟩ := hconn.preconnected o k
    rw [hwalk o k w, div_mul_cancel₀ _ (hZ k).ne']
  · rintro ⟨c, _, hc⟩ i j _
    rw [hc i, hc j, mul_div_cancel_right₀ _ (hZ i).ne', mul_div_cancel_right₀ _ (hZ j).ne']

/-- For at least one state, nonnegative weights, and positive sample sizes and partition sums,
the MBAR equations fix `Z` up to a common positive factor exactly when the overlap graph is
connected. -/
theorem unique_iff_connected [Nonempty K] {N : K → ℝ} {q : K → X → ℝ}
    (hq : ∀ k x, 0 ≤ q k x) (hN : ∀ k, 0 < N k) (hZ : ∀ k, 0 < partitionSum q k) :
    (∀ z : K → ℝ, (∀ k, 0 < z k) → SolvesMBAR N q z →
      ∃ c > 0, ∀ k, z k = c * partitionSum q k) ↔ (overlapGraph q).Connected := by
  classical
  constructor
  · intro hu
    refine (SimpleGraph.connected_iff _).2 ⟨fun i j => ?_, inferInstance⟩
    by_contra hij
    -- double the trial partition sums on the component of `i` only
    let s : K → ℝ := fun k => if (overlapGraph q).Reachable i k then 2 else 1
    have hs : ∀ k, 0 < s k := fun k => by
      dsimp only [s]
      split_ifs <;> norm_num
    have hsi : s i = 2 := if_pos (SimpleGraph.Reachable.refl i)
    have hsj : s j = 1 := if_neg hij
    have hpos : ∀ k, 0 < s k * partitionSum q k := fun k => mul_pos (hs k) (hZ k)
    obtain ⟨c, _, hc⟩ := hu (fun k => s k * partitionSum q k) hpos
      ((solvesMBAR_iff_overlap hq hN hZ hpos).2 fun a b hab => by
        have hiff : (overlapGraph q).Reachable i a ↔ (overlapGraph q).Reachable i b :=
          ⟨fun h => h.trans hab.reachable, fun h => h.trans hab.symm.reachable⟩
        have hsab : s a = s b := by simp only [s, hiff]
        change s a * partitionSum q a / partitionSum q a
          = s b * partitionSum q b / partitionSum q b
        rw [mul_div_cancel_right₀ _ (hZ a).ne', mul_div_cancel_right₀ _ (hZ b).ne', hsab])
    have h1 : s i = c := mul_right_cancel₀ (hZ i).ne' (hc i)
    have h2 : s j = c := mul_right_cancel₀ (hZ j).ne' (hc j)
    linarith
  · intro hconn z hz hs
    exact (solvesMBAR_iff_multiple hq hN hZ hz hconn).1 hs

end

end MBAROverlap
```

```lean
#print axioms MBAROverlap.unique_iff_connected
-- 'MBAROverlap.unique_iff_connected' depends on axioms: [propext, Classical.choice, Quot.sound]
```

## Free energies from pooled samples

Simulations are run in several states k, which may differ in temperature, in a bias potential or in a coupling parameter. State k gives configuration x the unnormalised weight q_k(x) ≥ 0, typically a Boltzmann factor, which is zero where a hard constraint forbids x. Its partition sum is

Z_k = ∑_x q_k(x),

and its dimensionless free energy is −ln Z_k. MBAR, the multistate Bennett acceptance ratio method, estimates these free energies from all the samples together, up to a common additive constant, which corresponds to a common factor in the Z_k.

With N_k samples from state k and positive trial values z_k, define

D_z(x) = ∑_j N_j q_j(x)/z_j.

At the true values this becomes m(x) = D_Z(x), the expected number of pooled samples at x. It sums to ∑_k N_k; dividing by that total gives the normalised mixture. The population MBAR equations are

z_i = ∑_{x: m(x) > 0} m(x) q_i(x)/D_z(x), for every i.

In Lean, `K` and `X` are the finite types of states and configurations, `partitionSum q` is Z, `pooledDensity N q z` is D_z, and `SolvesMBAR N q z` is this system of equations. `overlapGraph q` has the states as vertices and joins two distinct ones when some x has positive weight in both. The sample sizes `N` are positive real numbers, not necessarily integers.

## Which trial values solve the equations

All three main theorems assume nonnegative weights, positive sample sizes and positive partition sums, so every state is sampled and has at least one allowed configuration.

- `solvesMBAR_iff_overlap`: a positive z solves the equations exactly when z_i/Z_i = z_j/Z_j for every overlapping pair.
- `solvesMBAR_iff_multiple`: if the graph is connected, a positive z solves them exactly when z = cZ for some c > 0.
- `unique_iff_connected`: for at least one state, every positive solution is a multiple of Z exactly when the graph is connected.

Two states need not overlap directly. A chain of intermediate states can link them, as in staged free-energy calculations; on a finite configuration set and at population level, such a chain determines their free-energy difference.

The step from here to a simulation is the replacement of m(x) by the observed number of samples at x. Those counts fluctuate, and a rare shared configuration may never be drawn. Connected supports therefore say nothing about statistical error, nor about whether a finite data set determines the estimate.

## Two states and three configurations

Let q_1 = (1, 1, 0) and q_2 = (0, 1, 3), so Z_1 = 2 and Z_2 = 4. Take N_1 = 2 and N_2 = 4, which gives m = (1, 2, 3). Write c_1 = z_1/2 and c_2 = z_2/4. The factors m(x)/D_z(x) at the three configurations are

c_1, 2c_1c_2/(c_1 + c_2), c_2.

The equation for state 1 reads

2c_1 = c_1 + 2c_1c_2/(c_1 + c_2),

which gives c_1 + c_2 = 2c_2, hence c_1 = c_2. The equation for state 2 gives the same condition. Thus z_2/z_1 = 2, and the dimensionless free-energy difference between state 2 and state 1 is −ln 2.

The trial z = (2, 8) fails: the right-hand sides are 7/3 and 22/3. If q_1 is changed to (2, 0, 0), the overlap disappears, the equations become 2c_1 = 2c_1 and 4c_2 = 4c_2, and (2, 8) is a solution.

## A sum of squares that must vanish

Where m(x) = 0, every q_i(x) is zero, so the sum may run over all x. Set h(x) = m(x)/D_z(x), with h(x) = 0 where both densities vanish; this is also Lean's value for 0/0. The equations become

z_i = ∑_x h(x) q_i(x).

Now put c_i = z_i/Z_i and a_i(x) = N_i q_i(x)/Z_i. Since a_i/c_i = N_i q_i/z_i, the relation h D_z = m says that

h ∑_i a_i/c_i = ∑_i a_i.

So, at each supported configuration, h is the harmonic mean of the c_i with weights a_i. Expanding the square gives, for each i,

a_i(c_i − h)²/c_i = a_i(c_i − h) − h(a_i − h a_i/c_i).

The last term sums to zero over i, which leaves

∑_i a_i(c_i − h)²/c_i = ∑_i a_i(c_i − h).

Summing the right-hand side over configurations and using the MBAR equations,

∑_x ∑_i a_i(c_i − h) = ∑_i (N_i/Z_i)(c_i Z_i − ∑_x h q_i) = ∑_i (N_i/Z_i)(z_i − z_i) = 0.

The squares on the left have nonnegative coefficients, so each term vanishes. Wherever q_i(x) > 0, this forces c_i = h(x). Two states that share x therefore have the same ratio.

Conversely, suppose overlapping states have equal ratios, and let q_i(x) > 0. Every state j present at x has c_j = c_i, so

m(x) = ∑_j c_j N_j q_j(x)/z_j = c_i D_z(x).

Hence h(x) = c_i throughout the support of state i, and ∑_x h q_i = c_i Z_i = z_i.

In a connected graph, equality passes from neighbour to neighbour, so all c_i equal one number c and z = cZ. Any such multiple has equal ratios and is a solution. In a disconnected graph, start from Z and double the entries on one component. No overlap crosses its boundary, so the result still solves the equations, but it is not a multiple of Z.

## The same steps in Lean

`pooledDensity_pos_iff` identifies the configurations where D_z is positive as those that some state supports. `harmonic_deviation` is the identity for the squares; its `linear_combination` step checks the expansion using c_i · c_i⁻¹ = 1.

`ratio_eq_factor` exchanges the sums over states and configurations with `Finset.sum_comm` and inserts the MBAR equations. It then applies `Finset.sum_eq_zero_iff_of_nonneg` twice, first to isolate one configuration and then one state, and reads off c_i = h(x).

In `solvesMBAR_iff_overlap`, the step `hfull` extends the restricted sum to all configurations. The forward direction uses `ratio_eq_factor` at a shared configuration; the reverse direction proves m(x) = c_i D_z(x) as `hm` and substitutes it.

`solvesMBAR_iff_multiple` carries the ratio along a walk by induction. For the disconnected case, `unique_iff_connected` defines `s` to be 2 on the component of `i` and 1 elsewhere. If `s k * partitionSum q k` were a multiple of Z, its factor would have to be both 2 and 1, a contradiction that `linarith` closes.
